# For a time-reversal symmetric single band, the lattice Chern number is half the number of negative plaquettes

If the states of a single band on an $N\times N$ momentum grid satisfy $u(-k)=\text{phase}\cdot T\,u(k)$ with $T$ antiunitary, then the lattice Chern number, computed from the phases, taken in $(-\pi,\pi]$, of overlap products around plaquettes (a vanishing product counts as phase zero), is half the number of plaquettes whose product is a negative real number. In particular, it vanishes if no product is zero or negative real.

```lean
import Mathlib

open scoped InnerProductSpace ComplexConjugate

namespace TimeReversalLatticeChern

noncomputable section

/-- For `N ≥ 1`, the discrete Brillouin torus with `N` points in each direction. -/
abbrev BZ (N : ℕ) := ZMod N × ZMod N

/-- The lattice step in the first direction. -/
def e₁ (N : ℕ) : BZ N := (1, 0)

/-- The lattice step in the second direction. -/
def e₂ (N : ℕ) : BZ N := (0, 1)

variable {N : ℕ} {H : Type*} [NormedAddCommGroup H] [InnerProductSpace ℂ H]

/-- The product `W(k)` of the four overlaps around the plaquette with lower left corner `k`. -/
def plaquette (u : BZ N → H) (k : BZ N) : ℂ :=
  ⟪u k, u (k + e₁ N)⟫_ℂ * ⟪u (k + e₁ N), u (k + e₁ N + e₂ N)⟫_ℂ *
    ⟪u (k + e₁ N + e₂ N), u (k + e₂ N)⟫_ℂ * ⟪u (k + e₂ N), u k⟫_ℂ

/-- The band `u` is time-reversal symmetric: `u(-k)` is a phase times `T u(k)`. -/
def IsTimeReversal (T : H →ₛₗᵢ[starRingEnd ℂ] H) (u : BZ N → H) : Prop :=
  ∀ k, ∃ c : ℂ, ‖c‖ = 1 ∧ u (-k) = c • T (u k)

/-- The lattice Chern number: the sum of the plaquette fluxes `arg W(k)` in units of `2π`. -/
def latticeChern [NeZero N] (u : BZ N → H) : ℝ :=
  (∑ k, Complex.arg (plaquette u k)) / (2 * Real.pi)

/-- The plaquettes whose overlap product is a negative real number. -/
def negativePlaquettes [NeZero N] (u : BZ N → H) : Finset (BZ N) :=
  Finset.univ.filter fun k => (plaquette u k).re < 0 ∧ (plaquette u k).im = 0

/-- An antilinear isometry exchanges the two states in an overlap. -/
theorem inner_antiunitary (T : H →ₛₗᵢ[starRingEnd ℂ] H) (x y : H) :
    ⟪T x, T y⟫_ℂ = ⟪y, x⟫_ℂ := by
  -- polarisation: real parts of overlaps are fixed by norms
  have hre : ∀ x y : H, (⟪T x, T y⟫_ℂ).re = (⟪x, y⟫_ℂ).re := by
    intro x y
    have h1 := norm_add_sq (𝕜 := ℂ) (T x) (T y)
    have h2 := norm_add_sq (𝕜 := ℂ) x y
    rw [← T.map_add] at h1
    simp only [LinearIsometry.norm_map, RCLike.re_eq_complex_re] at h1 h2
    linarith
  have him := hre (Complex.I • x) y
  simp [map_smulₛₗ, inner_smul_left] at him
  rw [← inner_conj_symm y x]
  apply Complex.ext
  · rw [Complex.conj_re]
    exact hre x y
  · rw [Complex.conj_im]
    linarith

/-- The plaquette product does not change when each state is multiplied by a phase. -/
theorem plaquette_gauge (c : BZ N → ℂ) (v : BZ N → H) (hc : ∀ k, ‖c k‖ = 1) (k : BZ N) :
    plaquette (fun q => c q • v q) k = plaquette v k := by
  have h : ∀ q, conj (c q) * c q = 1 := by
    intro q
    rw [mul_comm, Complex.mul_conj, Complex.normSq_eq_norm_sq, hc]
    simp
  have key : plaquette (fun q => c q • v q) k =
      (conj (c k) * c k) * (conj (c (k + e₁ N)) * c (k + e₁ N)) *
      (conj (c (k + e₁ N + e₂ N)) * c (k + e₁ N + e₂ N)) *
      (conj (c (k + e₂ N)) * c (k + e₂ N)) * plaquette v k := by
    simp only [plaquette, inner_smul_left, inner_smul_right]
    ring
  rw [key]
  simp only [h, one_mul]

/-- For a time-reversal symmetric band, `W(-k-(1,1))` is the complex conjugate of `W(k)`. -/
theorem plaquette_timeReversal {T : H →ₛₗᵢ[starRingEnd ℂ] H} {u : BZ N → H}
    (h : IsTimeReversal T u) (k : BZ N) :
    plaquette u (-k - e₁ N - e₂ N) = conj (plaquette u k) := by
  choose c hn hc using h
  have a1 : -k - e₁ N - e₂ N + e₁ N + e₂ N = -k := by abel
  have a2 : -k - e₁ N - e₂ N + e₁ N = -(k + e₂ N) := by abel
  have a3 : -k - e₁ N - e₂ N + e₂ N = -(k + e₁ N) := by abel
  have a4 : -k - e₁ N - e₂ N = -(k + e₁ N + e₂ N) := by abel
  -- the reflected loop is the original one, started at the opposite corner
  have key : plaquette u (-k - e₁ N - e₂ N) = plaquette (fun q => c q • T (u q)) k := by
    unfold plaquette
    rw [a1, a2, a3, a4]
    simp only [hc]
    ring
  rw [key, plaquette_gauge c (fun q => T (u q)) hn]
  simp only [plaquette, inner_antiunitary, map_mul, inner_conj_symm]

/-- At `k = 0` the state of a time-reversal symmetric single band satisfies `T² u = u`. -/
theorem timeReversal_sq_at_zero {T : H →ₛₗᵢ[starRingEnd ℂ] H} {u : BZ N → H}
    (h : IsTimeReversal T u) : T (T (u 0)) = u 0 := by
  obtain ⟨c, hc, h0⟩ := h 0
  rw [neg_zero] at h0
  have h1 := congrArg T h0
  rw [map_smulₛₗ] at h1
  calc T (T (u 0)) = (c * conj c) • T (T (u 0)) := by
        rw [Complex.mul_conj, Complex.normSq_eq_norm_sq, hc]
        simp
    _ = c • T (u 0) := by rw [mul_smul, ← h1]
    _ = u 0 := h0.symm

/-- The lattice Chern number of a time-reversal symmetric band is half the number of
plaquettes with negative real overlap product. -/
theorem latticeChern_eq_half_card [NeZero N] {T : H →ₛₗᵢ[starRingEnd ℂ] H} {u : BZ N → H}
    (h : IsTimeReversal T u) : latticeChern u = ((negativePlaquettes u).card : ℝ) / 2 := by
  have hinv : Function.Involutive (fun k : BZ N => -k - e₁ N - e₂ N) := by
    intro k
    change -(-k - e₁ N - e₂ N) - e₁ N - e₂ N = k
    abel
  have hS : ∑ k, Complex.arg (plaquette u (-k - e₁ N - e₂ N)) =
      ∑ k, Complex.arg (plaquette u k) :=
    Equiv.sum_comp hinv.toPerm (fun k => Complex.arg (plaquette u k))
  -- paired fluxes cancel, except on the branch cut
  have hpt : ∀ k, Complex.arg (plaquette u (-k - e₁ N - e₂ N)) + Complex.arg (plaquette u k) =
      if (plaquette u k).re < 0 ∧ (plaquette u k).im = 0 then 2 * Real.pi else 0 := by
    intro k
    rw [plaquette_timeReversal h, Complex.arg_conj]
    by_cases hk : Complex.arg (plaquette u k) = Real.pi
    · rw [if_pos hk, if_pos (Complex.arg_eq_pi_iff.mp hk), hk]
      ring
    · rw [if_neg hk, if_neg (fun h' => hk (Complex.arg_eq_pi_iff.mpr h'))]
      ring
  have hsum := Finset.sum_congr rfl (fun k (_ : k ∈ Finset.univ) => hpt k)
  rw [Finset.sum_add_distrib, hS, ← Finset.sum_filter, Finset.sum_const, nsmul_eq_mul] at hsum
  unfold latticeChern negativePlaquettes
  rw [div_eq_div_iff (by positivity) two_ne_zero]
  linarith

/-- If no plaquette product vanishes, the lattice Chern number of a time-reversal symmetric
band is zero exactly when every plaquette product avoids the closed negative real axis. -/
theorem latticeChern_eq_zero_iff [NeZero N] {T : H →ₛₗᵢ[starRingEnd ℂ] H} {u : BZ N → H}
    (h : IsTimeReversal T u) (h0 : ∀ k, plaquette u k ≠ 0) :
    latticeChern u = 0 ↔ ∀ k, plaquette u k ∈ Complex.slitPlane := by
  rw [latticeChern_eq_half_card h]
  constructor
  · intro hC k
    by_contra hk
    rw [Complex.mem_slitPlane_iff, not_or, not_lt, not_not] at hk
    have hre : (plaquette u k).re ≠ 0 := fun hr => h0 k (Complex.ext hr hk.2)
    have hmem : k ∈ negativePlaquettes u :=
      Finset.mem_filter.mpr ⟨Finset.mem_univ k, lt_of_le_of_ne hk.1 hre, hk.2⟩
    have hpos : (0 : ℝ) < (negativePlaquettes u).card := by
      exact_mod_cast Finset.card_pos.mpr ⟨k, hmem⟩
    linarith
  · intro hs
    have hempty : negativePlaquettes u = ∅ := by
      refine Finset.filter_eq_empty_iff.mpr fun k _ hk => ?_
      rcases Complex.mem_slitPlane_iff.mp (hs k) with h1 | h1
      · linarith [hk.1]
      · exact h1 hk.2
    rw [hempty]
    simp

/-- The lattice Chern number of a time-reversal symmetric band vanishes if no plaquette
product is zero or negative real. -/
theorem latticeChern_eq_zero [NeZero N] {T : H →ₛₗᵢ[starRingEnd ℂ] H} {u : BZ N → H}
    (h : IsTimeReversal T u) (hs : ∀ k, plaquette u k ∈ Complex.slitPlane) :
    latticeChern u = 0 :=
  (latticeChern_eq_zero_iff h fun k => Complex.slitPlane_ne_zero (hs k)).2 hs

/-- Complex conjugation of the two components of a state. -/
def conjugation : EuclideanSpace ℂ (Fin 2) →ₛₗᵢ[starRingEnd ℂ] EuclideanSpace ℂ (Fin 2) where
  toFun x := !₂[conj (x 0), conj (x 1)]
  map_add' x y := by ext i; fin_cases i <;> simp
  map_smul' c x := by ext i; fin_cases i <;> simp
  norm_map' x := by
    change ‖(!₂[conj (x 0), conj (x 1)] : EuclideanSpace ℂ (Fin 2))‖ = ‖x‖
    simp [EuclideanSpace.norm_eq, Fin.sum_univ_two]

/-- A band of real two-component states on the torus with two points in each direction. -/
def realBand (k : BZ 2) : EuclideanSpace ℂ (Fin 2) :=
  if k.1 = 0 then (if k.2 = 0 then !₂[1, 0] else !₂[-4 / 5, 3 / 5])
  else (if k.2 = 0 then !₂[3 / 5, 4 / 5] else !₂[0, 1])

/-- The band `realBand` is normalised and symmetric under complex conjugation, and its
lattice Chern number is 2. -/
theorem realBand_witness : IsTimeReversal conjugation realBand ∧
    (∀ k, ‖realBand k‖ = 1) ∧ latticeChern realBand = 2 := by
  have hconj : ∀ x, conjugation x = !₂[conj (x 0), conj (x 1)] := fun _ => rfl
  have hneg : ∀ k : BZ 2, -k = k := by decide
  have two : ∀ a : ZMod 2, a = 0 ∨ a = 1 := by decide
  have h10 : ¬ (1 : ZMod 2) = 0 := by decide
  have h11 : (1 : ZMod 2) + 1 = 0 := by decide
  have c3 : conj (3 : ℂ) = 3 := Complex.ext (by simp) (by simp)
  have c4 : conj (4 : ℂ) = 4 := Complex.ext (by simp) (by simp)
  have c5 : conj (5 : ℂ) = 5 := Complex.ext (by simp) (by simp)
  refine ⟨fun k => ⟨1, by simp, ?_⟩, fun k => ?_, ?_⟩
  · rw [hneg, one_smul, hconj]
    unfold realBand
    split_ifs <;> ext i <;> fin_cases i <;> simp [c3, c4, c5]
  · unfold realBand
    split_ifs <;> simp [EuclideanSpace.norm_eq, Fin.sum_univ_two] <;> norm_num
  · -- all four plaquettes carry the same negative product
    have hW : ∀ k, plaquette realBand k = ((-144 / 625 : ℝ) : ℂ) := by
      rintro ⟨a, b⟩
      rcases two a with rfl | rfl <;> rcases two b with rfl | rfl <;>
        simp [plaquette, e₁, e₂, realBand, PiLp.inner_apply, Fin.sum_univ_two, h10, h11,
          c3, c4, c5] <;>
        norm_num
    have hcard : Fintype.card (BZ 2) = 4 := by simp
    unfold latticeChern
    simp only [hW, Complex.arg_ofReal_of_neg (show (-144 / 625 : ℝ) < 0 by norm_num)]
    rw [Finset.sum_const, Finset.card_univ, hcard, nsmul_eq_mul, div_eq_iff (by positivity)]
    push_cast
    ring

end

end TimeReversalLatticeChern
```

```lean
#print axioms TimeReversalLatticeChern.timeReversal_sq_at_zero
#print axioms TimeReversalLatticeChern.latticeChern_eq_half_card
#print axioms TimeReversalLatticeChern.latticeChern_eq_zero
```

```
'TimeReversalLatticeChern.timeReversal_sq_at_zero' depends on axioms: [propext, Classical.choice, Quot.sound]
'TimeReversalLatticeChern.latticeChern_eq_half_card' depends on axioms: [propext, Classical.choice, Quot.sound]
'TimeReversalLatticeChern.latticeChern_eq_zero' depends on axioms: [propext, Classical.choice, Quot.sound]
```

## Berry flux on a momentum grid

The Chern number of an isolated band is the Berry flux through the Brillouin zone divided by $2\pi$. On a finite grid the flux is collected plaquette by plaquette. With $e_1=(1,0)$ and $e_2=(0,1)$, the plaquette with lower left corner $k$ has the overlap product

$$W(k)=\langle u_k,u_{k+e_1}\rangle\langle u_{k+e_1},u_{k+e_1+e_2}\rangle\langle u_{k+e_1+e_2},u_{k+e_2}\rangle\langle u_{k+e_2},u_k\rangle ,$$

and the lattice Chern number is

$$C=\frac1{2\pi}\sum_k\arg W(k),\qquad \arg W\in(-\pi,\pi].$$

With the Berry connection $A=i\langle u,\nabla u\rangle$, $\arg W$ approximates minus the usual flux, so $C$ has the opposite sign to the Chern number in that convention.

Time reversal enters through the relation between $u(-k)$ and $u(k)$. If $T$ maps the Bloch Hamiltonian at $k$ to the one at $-k$ and the band is nondegenerate, the two states can differ only by a phase after $T$ has acted. The theorems take this relation as their hypothesis and contain no Hamiltonian.

## What the Lean statements say

`BZ N` is the periodic grid, with momentum components in `ZMod N`. A band is a function `u : BZ N → H`, so equivalent momenta carry the same vector, as in a tight-binding model with a periodic Bloch Hamiltonian. The space `H` is any complex inner product space, and its inner product is conjugate-linear in the first slot, as for a bra.

The type `H →ₛₗᵢ[starRingEnd ℂ] H` consists of antilinear maps that preserve the norm. Every antiunitary operator is of this kind; surjectivity is not required. `IsTimeReversal T u` allows a different phase at each $k$. The vectors need not be normalised: rescaling nonzero states by positive factors leaves every $\arg W(k)$ unchanged.

`latticeChern_eq_half_card` states $C=n/2$, where $n$ is the number of elements of `negativePlaquettes u`. The condition `[NeZero N]` makes the grid finite and allows every $N\ge1$. `latticeChern_eq_zero_iff` adds that, if no $W(k)$ vanishes, $C=0$ exactly when every $W(k)$ lies in `Complex.slitPlane`, the complex plane without zero and the negative real axis. `latticeChern_eq_zero` states separately that $C=0$ if every $W(k)$ lies in the slit plane. Where $W(k)=0$ the flux has no physical meaning, but Lean sets $\arg 0=0$, so such a plaquette adds nothing to the sum.

The step from $C$ to the Chern number of a continuous band is left open: it needs a grid fine enough to resolve the Berry curvature. For a nondegenerate tight-binding band on a finite grid, the result says that a nonzero $C$ under exact time-reversal symmetry comes entirely from plaquettes with flux exactly $\pi$.

The single-band hypothesis also restricts the spin. At $k=0$ it reads $u_0=c\,Tu_0$ with $|c|=1$. Applying $T$ gives $Tu_0=\bar c\,T^2u_0$, hence $u_0=c\bar c\,T^2u_0=T^2u_0$. This is `timeReversal_sq_at_zero`. A band of this kind with $u_0\ne0$ therefore cannot have $T^2=-1$, the case of a spin-½ electron, where Kramers degeneracy pairs the states at $k=0$.

## Time reversal conjugates the plaquette product

The first ingredient is $\langle Tx,Ty\rangle=\langle y,x\rangle$. Since $T$ is additive and preserves norms, the expansion

$$\|x+y\|^2=\|x\|^2+2\,\mathrm{Re}\langle x,y\rangle+\|y\|^2$$

gives $\mathrm{Re}\langle Tx,Ty\rangle=\mathrm{Re}\langle x,y\rangle$. Now replace $x$ by $ix$. Because $T(ix)=-iTx$, the left side becomes $-\mathrm{Im}\langle Tx,Ty\rangle$ and the right side $\mathrm{Im}\langle x,y\rangle$. The real parts agree and the imaginary parts are opposite, which is the claim. In `inner_antiunitary` these two facts are `hre` and `him`, and `Complex.ext` joins them.

The second ingredient is gauge invariance. If $u_q$ is replaced by $c_qu_q$ with $|c_q|=1$, each corner of the plaquette occurs once as a bra and once as a ket, and contributes $\bar c_qc_q=1$. `plaquette_gauge` collects these four factors and sets them to one.

Now let $k'=-k-e_1-e_2$. The corners of its plaquette are

$$\begin{aligned}
k'&=-(k+e_1+e_2), & k'+e_1&=-(k+e_2),\\
k'+e_1+e_2&=-k, & k'+e_2&=-(k+e_1).
\end{aligned}$$

By gauge invariance each $u_{-q}$ may be replaced by $Tu_q$, and the first ingredient then reverses every overlap:

$$W(k')=\langle u_{k+e_2},u_{k+e_1+e_2}\rangle\langle u_k,u_{k+e_2}\rangle\langle u_{k+e_1},u_k\rangle\langle u_{k+e_1+e_2},u_{k+e_1}\rangle=\overline{W(k)}.$$

In `plaquette_timeReversal`, the equations `a1` to `a4` identify the corners, and `ring` reorders the factors. For $N\ge2$ the partner of plaquette $k$ is not plaquette $-k$: inversion turns the lower left corner into the upper right one, and the label has to be shifted back by $(1,1)$.

## Paired fluxes cancel except at $\pi$

The map $k\mapsto k'$ is its own inverse, so it only permutes the plaquettes, and

$$2\sum_k\arg W(k)=\sum_k\bigl[\arg\overline{W(k)}+\arg W(k)\bigr].$$

The bracket is zero unless $W(k)$ is negative real. In that case both arguments are $+\pi$ and the bracket is $2\pi$. Hence $2\cdot2\pi C=2\pi n$, or $C=n/2$. A plaquette that is its own partner, which occurs for odd $N$, needs no separate treatment, because the sum runs over all plaquettes.

The step that most readily goes wrong is writing $\arg\bar z=-\arg z$ for all $z$. That would give $C=0$ for every time-reversal symmetric band, which is false.

In `latticeChern_eq_half_card`, `hinv` shows that the map is an involution, `hS` reindexes the sum, and `hpt` evaluates the bracket by cases on whether the argument is $\pi$. For the equivalence, a nonzero $W(k)$ outside the slit plane is negative real, so $n>0$ and $C>0$. Conversely, if all products lie in the slit plane, the set of negative plaquettes is empty.

The formula alone leaves the parity of $n$ open. If no overlap vanishes, each link is traversed once in each direction, so the product of all $W(k)$ is positive and $n$ is even; this remark is an addition to the checked theorems.

## A real band with $C=2$

Time reversal and normalisation alone do not force $C=0$, even when every $W(k)$ is nonzero. `realBand` is a counter-example on the $2\times2$ grid:

$$u_{00}=(1,0),\quad u_{10}=\left(\tfrac35,\tfrac45\right),\quad u_{01}=\left(-\tfrac45,\tfrac35\right),\quad u_{11}=(0,1).$$

Here $-k=k$ for every grid point, and complex conjugation leaves each real vector unchanged, so the symmetry holds with all phases equal to one. The product at the origin is

$$W(0,0)=\tfrac35\cdot\tfrac45\cdot\tfrac35\cdot\left(-\tfrac45\right)=-\tfrac{144}{625}.$$

The other three plaquettes use the same four overlaps and have the same product. Thus $C=4\pi/(2\pi)=2$, as `realBand_witness` confirms by checking the four cases. If the argument were taken in $[-\pi,\pi)$, the same band would have $C=-2$: the value reflects the choice of branch on a coarse grid.
